# The eigenvalues of the spin matrix $J_x$ are $n/2-k$, and the entries of $e^{-i\beta J_x}$ are fixed combinations of their phases

The operator $J_x$ for spin $n/2$ is taken here as an explicit real matrix, with $\hbar=1$, in the usual $J_z$ basis and phase convention. It is not derived from the commutation relations. Rows and columns are numbered $i=0,\dots,n$, and complex numbers enter only with the rotation $e^{-i\beta J_x}$.

In Lean 4 with Mathlib:

```lean
import Mathlib

open Polynomial Matrix
open scoped Matrix.Norms.Operator

namespace SpinRotation

noncomputable section
```

The only nonzero entries couple neighbours:
$$(J_x)_{i,i+1}=(J_x)_{i+1,i}=\tfrac12\sqrt{(i+1)(n-i)},\qquad 0\le i<n.$$
In `Jx`, the larger of the two indices plays the role of $k$ in $\sqrt{k(n+1-k)}/2$.

```lean
/-- The matrix of `Jx` in dimension `n + 1`: zero diagonal and off-diagonal entries
`√(k (n + 1 - k)) / 2` for `k = 1, ..., n`. -/
def Jx (n : ℕ) : Matrix (Fin (n + 1)) (Fin (n + 1)) ℝ := Matrix.of fun i j =>
  if (j : ℕ) = (i : ℕ) + 1 then √(((j : ℕ) : ℝ) * (n + 1 - ((j : ℕ) : ℝ))) / 2
  else if (i : ℕ) = (j : ℕ) + 1 then √(((i : ℕ) : ℝ) * (n + 1 - ((i : ℕ) : ℝ))) / 2
  else 0
```

The expected eigenvalues are $m_k=n/2-k$ for $k=0,\dots,n$.

```lean
/-- The magnetic quantum number `n/2 - k`, for `k = 0, ..., n`. -/
def magneticNumber (n : ℕ) (k : Fin (n + 1)) : ℝ := (n : ℝ) / 2 - ((k : ℕ) : ℝ)
```

## Eigenvectors from a generating polynomial

Let $c_j$ be the coefficient of $X^j$ in $p=(1+X)^{n-k}(1-X)^k$.

```lean
/-- The polynomial `(1 + X)^(n - k) (1 - X)^k`, for `k ≤ n`. -/
def generatingPoly (n k : ℕ) : ℝ[X] := (1 + X) ^ (n - k) * (1 - X) ^ k
```

Let $w_j=\sqrt{j!\,(n-j)!}$.

```lean
/-- The factor `√(j! (n - j)!)`, for `j ≤ n`. -/
def ladderWeight (n j : ℕ) : ℝ := √((j.factorial : ℝ) * ((n - j).factorial : ℝ))
```

The candidate eigenvector $v$ has components $v_j=w_jc_j$. It is not normalised: its length is $\sqrt{2^n\,k!\,(n-k)!}$, a value the argument does not need.

```lean
/-- The vector whose components are the coefficients of the generating polynomial
times the ladder weights. -/
def eigenvector (n : ℕ) (k : Fin (n + 1)) : Fin (n + 1) → ℝ := fun j =>
  ladderWeight n j * (generatingPoly n k).coeff j
```

The coefficients of the phases will come from the matrices
$$P_k=\prod_{l\ne k}\frac{J_x-m_l}{m_k-m_l},$$
which are Lagrange basis polynomials evaluated at $J_x$. They contain no $\beta$.

```lean
/-- The matrix `Pₖ`: the Lagrange basis polynomial that is one at `n/2 - k` and zero at the
other magnetic quantum numbers, evaluated at `Jx`. -/
def spectralProjector (n : ℕ) (k : Fin (n + 1)) : Matrix (Fin (n + 1)) (Fin (n + 1)) ℝ :=
  aeval (Jx n) (Lagrange.basis Finset.univ (magneticNumber n) k)
```

The denominators are nonzero, because $m_k=m_l$ forces $k=l$.

```lean
/-- The magnetic quantum numbers are pairwise distinct. -/
theorem magneticNumber_injective (n : ℕ) : Function.Injective (magneticNumber n) := by
  intro k l h
  unfold magneticNumber at h
  have h' : ((k : ℕ) : ℝ) = ((l : ℕ) : ℝ) := by linarith
  exact Fin.ext (Nat.cast_injective h')
```

For $i<n$, the ratio $w_{i+1}/w_i=\sqrt{(i+1)/(n-i)}$ gives
$$\sqrt{(i+1)(n-i)}\,w_{i+1}=(i+1)w_i,\qquad \sqrt{(i+1)(n-i)}\,w_i=(n-i)w_{i+1}.$$
The proof takes the square $(i+1)^2$ out of the root for the first identity. It then multiplies by the root once more and cancels $i+1$ to get the second.

```lean
/-- For `i < n`, the ladder matrix element `√((i + 1)(n - i))` carries each of two neighbouring
ladder weights to a rational multiple of the other. -/
theorem ladderWeight_step {n i : ℕ} (h : i < n) :
    √(((i : ℝ) + 1) * (n - i)) * ladderWeight n (i + 1) = (i + 1) * ladderWeight n i ∧
    √(((i : ℝ) + 1) * (n - i)) * ladderWeight n i = (n - i) * ladderWeight n (i + 1) := by
  obtain ⟨b, rfl⟩ := Nat.exists_eq_add_of_lt h
  have e1 : i + b + 1 - (i + 1) = b := by omega
  have e2 : i + b + 1 - i = b + 1 := by omega
  have e3 : ((i + b + 1 : ℕ) : ℝ) - i = b + 1 := by push_cast; ring
  unfold ladderWeight
  rw [e1, e2, e3]
  have hS : √(((i : ℝ) + 1) * (b + 1)) * √(((i : ℝ) + 1) * (b + 1)) = (i + 1) * (b + 1) :=
    Real.mul_self_sqrt (by positivity)
  have up : √(((i : ℝ) + 1) * (b + 1)) * √(((i + 1).factorial : ℝ) * (b.factorial : ℝ))
      = (i + 1) * √((i.factorial : ℝ) * ((b + 1).factorial : ℝ)) := by
    have e : ((i : ℝ) + 1) * (b + 1) * (((i + 1).factorial : ℝ) * (b.factorial : ℝ))
        = ((i : ℝ) + 1) ^ 2 * ((i.factorial : ℝ) * ((b + 1).factorial : ℝ)) := by
      push_cast [Nat.factorial_succ]
      ring
    rw [← Real.sqrt_mul (by positivity : (0 : ℝ) ≤ ((i : ℝ) + 1) * (b + 1)), e,
      Real.sqrt_mul (by positivity : (0 : ℝ) ≤ ((i : ℝ) + 1) ^ 2),
      Real.sqrt_sq (by positivity : (0 : ℝ) ≤ (i : ℝ) + 1)]
  refine ⟨up, mul_left_cancel₀ (by positivity : (i : ℝ) + 1 ≠ 0) ?_⟩
  linear_combination (-√(((i : ℝ) + 1) * (b + 1))) * up
    + √(((i + 1).factorial : ℝ) * (b.factorial : ℝ)) * hS
```

Differentiating $p$ gives
$$(1-X^2)p'=\big[(n-k)(1-X)-k(1+X)\big]p=(n-2k-nX)\,p.$$
Comparing coefficients of $X^i$, with $c_{-1}=0$,
$$(i+1)c_{i+1}-(i-1)c_{i-1}=(n-2k)c_i-nc_{i-1},$$
and therefore
$$(i+1)c_{i+1}+(n+1-i)c_{i-1}=(n-2k)c_i.$$
Here `h1` and `h2` differentiate the two factors and `hD` is the differential equation. Writing $c_{i-1}$ as the $i$-th coefficient of $Xp$ takes care of $i=0$.

```lean
/-- Three-term recurrence for the coefficients of the generating polynomial with `k ≤ n`;
the coefficient below `i` is written as the `i`-th coefficient of `X` times the polynomial. -/
theorem generatingPoly_recurrence {n k : ℕ} (hk : k ≤ n) (i : ℕ) :
    ((i : ℝ) + 1) * (generatingPoly n k).coeff (i + 1)
      + (n + 1 - i) * (X * generatingPoly n k).coeff i
      = (n - 2 * k) * (generatingPoly n k).coeff i := by
  obtain ⟨a, rfl⟩ := Nat.exists_eq_add_of_le hk
  unfold generatingPoly
  rw [Nat.add_sub_cancel_left]
  have h1 : derivative ((1 + X : ℝ[X]) ^ a) * (1 + X) = C (a : ℝ) * (1 + X) ^ a := by
    rcases a with _ | a
    · simp
    · simp only [derivative_pow, derivative_add, derivative_one, derivative_X,
        add_tsub_cancel_right]
      ring
  have h2 : derivative ((1 - X : ℝ[X]) ^ k) * (1 - X) = -(C (k : ℝ) * (1 - X) ^ k) := by
    rcases k with _ | k
    · simp
    · simp only [derivative_pow, derivative_sub, derivative_one, derivative_X,
        add_tsub_cancel_right]
      ring
  -- the first-order differential equation of the generating polynomial
  have hD : derivative ((1 + X : ℝ[X]) ^ a * (1 - X) ^ k) * (1 - X ^ 2)
      = (C (a : ℝ) * (1 - X) - C (k : ℝ) * (1 + X)) * ((1 + X) ^ a * (1 - X) ^ k) := by
    rw [derivative_mul]
    linear_combination (1 - X) ^ k * (1 - X) * h1 + (1 + X) ^ a * (1 + X) * h2
  generalize (1 + X : ℝ[X]) ^ a * (1 - X) ^ k = p at hD ⊢
  have hp : derivative p + C ((a : ℝ) + k + 1) * (X * p) - X * derivative (X * p)
      = C ((a : ℝ) - k) * p := by
    simp only [derivative_mul, derivative_X, C_add, C_sub, C_1]
    linear_combination hD
  have hX : ∀ q : ℝ[X], (X * derivative q).coeff i = i * q.coeff i := by
    intro q
    rcases i with _ | i
    · simp
    · rw [coeff_X_mul, coeff_derivative]
      push_cast
      ring
  have h := congrArg (fun q => q.coeff i) hp
  simp only [coeff_add, coeff_sub, coeff_C_mul, coeff_derivative, hX] at h
  push_cast
  linear_combination h
```

On a vector $f$ the matrix acts as
$$(J_xf)_i=\tfrac12\sqrt{(i+1)(n-i)}\,f_{i+1}+\tfrac12\sqrt{i(n+1-i)}\,f_{i-1}.$$
At either end the root in front of the missing neighbour is zero. The proof splits the matrix product into two sums, each with at most one surviving term.

```lean
/-- `Jx` couples each component of a vector only to its two neighbours. -/
theorem Jx_mulVec (n : ℕ) (f : ℕ → ℝ) (i : Fin (n + 1)) :
    (Jx n *ᵥ fun j => f j) i
      = √((((i : ℕ) : ℝ) + 1) * (n - ((i : ℕ) : ℝ))) / 2 * f (i + 1)
        + √(((i : ℕ) : ℝ) * (n + 1 - ((i : ℕ) : ℝ))) / 2 * f (i - 1) := by
  have hi := i.isLt
  have h1 : ∑ j ∈ Finset.range (n + 1), (if j = (i : ℕ) + 1 then
      √((j : ℝ) * (n + 1 - (j : ℝ))) / 2 * f j else 0)
      = √((((i : ℕ) : ℝ) + 1) * (n - ((i : ℕ) : ℝ))) / 2 * f (i + 1) := by
    rw [Finset.sum_ite_eq']
    split_ifs with h
    · have e : (n : ℝ) + 1 - (((i : ℕ) + 1 : ℕ) : ℝ) = n - ((i : ℕ) : ℝ) := by
        push_cast; ring
      rw [e, Nat.cast_add, Nat.cast_one]
    · rw [Finset.mem_range] at h
      have e : (i : ℕ) = n := by omega
      rw [e]
      simp
  have h2 : ∑ j ∈ Finset.range (n + 1), (if (i : ℕ) = j + 1 then
      √(((i : ℕ) : ℝ) * (n + 1 - ((i : ℕ) : ℝ))) / 2 * f j else 0)
      = √(((i : ℕ) : ℝ) * (n + 1 - ((i : ℕ) : ℝ))) / 2 * f (i - 1) := by
    by_cases h : (i : ℕ) = 0
    · rw [h]
      simp
    · rw [Finset.sum_eq_single ((i : ℕ) - 1)]
      · exact if_pos (by omega)
      · intro j _ hj
        exact if_neg (by omega)
      · intro hh
        exact absurd (Finset.mem_range.mpr (by omega)) hh
  rw [← h1, ← h2, ← Finset.sum_add_distrib, Finset.sum_range]
  simp only [Matrix.mulVec, dotProduct, Jx, Matrix.of_apply]
  refine Finset.sum_congr rfl fun j _ => ?_
  by_cases h : (j : ℕ) = (i : ℕ) + 1
  · have h' : ¬ (i : ℕ) = (j : ℕ) + 1 := by omega
    simp only [if_pos h, if_neg h', add_zero]
  · by_cases h' : (i : ℕ) = (j : ℕ) + 1
    · simp only [if_neg h, if_pos h', zero_add]
    · simp only [if_neg h, if_neg h', zero_mul, add_zero]
```

Inserting $f=v$ and using the identities for $w$, then the recurrence,
$$(J_xv)_i=\tfrac12w_i\big[(i+1)c_{i+1}+(n+1-i)c_{i-1}\big]=\big(\tfrac n2-k\big)w_ic_i.$$
The two terms are `hup` and `hdown`, and the last `linear_combination` adds them to the recurrence. At $i=n$, $c_{n+1}=0$ because $p$ has degree at most $n$.

```lean
/-- The eigenvalue equation: `Jx` multiplies the `k`-th vector by `n/2 - k`. -/
theorem Jx_mulVec_eigenvector (n : ℕ) (k : Fin (n + 1)) :
    Jx n *ᵥ eigenvector n k = magneticNumber n k • eigenvector n k := by
  ext i
  have hi := i.isLt
  have hk : (k : ℕ) ≤ n := by omega
  refine (Jx_mulVec n (fun j => ladderWeight n j * (generatingPoly n k).coeff j) i).trans ?_
  have hup : √((((i : ℕ) : ℝ) + 1) * (n - ((i : ℕ) : ℝ)))
      * (ladderWeight n (i + 1) * (generatingPoly n k).coeff (i + 1))
      = (((i : ℕ) : ℝ) + 1) * ladderWeight n i * (generatingPoly n k).coeff (i + 1) := by
    by_cases h : (i : ℕ) < n
    · linear_combination (generatingPoly n k).coeff (i + 1) * (ladderWeight_step h).1
    · -- at the upper end the coefficient vanishes, by the degree
      have d1 : (1 + X : ℝ[X]).natDegree ≤ 1 := by compute_degree
      have d2 : (1 - X : ℝ[X]).natDegree ≤ 1 := by compute_degree
      have d : (generatingPoly n k).natDegree ≤ (n - k) * 1 + k * 1 :=
        natDegree_mul_le_of_le (natDegree_pow_le_of_le _ d1) (natDegree_pow_le_of_le _ d2)
      rw [coeff_eq_zero_of_natDegree_lt (by omega), mul_zero, mul_zero, mul_zero]
  have hdown : √(((i : ℕ) : ℝ) * (n + 1 - ((i : ℕ) : ℝ)))
      * (ladderWeight n (i - 1) * (generatingPoly n k).coeff (i - 1))
      = (n + 1 - ((i : ℕ) : ℝ)) * ladderWeight n i * (X * generatingPoly n k).coeff i := by
    rcases Nat.eq_zero_or_pos (i : ℕ) with h | h
    · rw [h]
      simp
    · obtain ⟨m, hm⟩ : ∃ m, (i : ℕ) = m + 1 := ⟨i - 1, by omega⟩
      have hs := (ladderWeight_step (show m < n by omega)).2
      have e : (n : ℝ) + 1 - ((m + 1 : ℕ) : ℝ) = n - m := by push_cast; ring
      rw [hm, coeff_X_mul, Nat.add_sub_cancel, e, Nat.cast_add, Nat.cast_one]
      linear_combination (generatingPoly n k).coeff m * hs
  have hrec := generatingPoly_recurrence hk i
  change _ = ((n : ℝ) / 2 - ((k : ℕ) : ℝ))
    * (ladderWeight n i * (generatingPoly n k).coeff i)
  linear_combination hup / 2 + hdown / 2 + ladderWeight n i / 2 * hrec
```

## The characteristic polynomial

Since $c_0=1$, the component $v_0=\sqrt{n!}$ is nonzero, so every $m_k$ is a root of the characteristic polynomial. The factors $X-m_k$ are pairwise coprime, so their product divides it. Both polynomials are monic of degree $n+1$, hence
$$\det(X-J_x)=\prod_{k=0}^n\big(X-(\tfrac n2-k)\big).$$

```lean
/-- The characteristic polynomial of `Jx` is the product of `X - (n/2 - k)` over
`k = 0, ..., n`. -/
theorem Jx_charpoly (n : ℕ) :
    (Jx n).charpoly = ∏ k : Fin (n + 1), (X - C ((n : ℝ) / 2 - ((k : ℕ) : ℝ))) := by
  change _ = ∏ k : Fin (n + 1), (X - C (magneticNumber n k))
  have hroot : ∀ k, X - C (magneticNumber n k) ∣ (Jx n).charpoly := by
    intro k
    have hne : eigenvector n k ≠ 0 := by
      intro h
      have h0 : ladderWeight n 0 * (generatingPoly n k).coeff 0 = 0 := congrFun h 0
      have hc : (generatingPoly n k).coeff 0 = 1 := by
        simp [generatingPoly, coeff_zero_eq_eval_zero]
      have hw : 0 < ladderWeight n 0 := Real.sqrt_pos.mpr (by positivity)
      rw [hc, mul_one] at h0
      exact hw.ne' h0
    rw [dvd_iff_isRoot, IsRoot.def, Matrix.eval_charpoly]
    refine Matrix.exists_mulVec_eq_zero_iff.mp ⟨eigenvector n k, hne, ?_⟩
    rw [Matrix.sub_mulVec, Jx_mulVec_eigenvector]
    ext i
    simp [Matrix.scalar_apply]
  -- n + 1 distinct roots exhaust a monic polynomial of degree n + 1
  refine eq_of_monic_of_dvd_of_natDegree_le
    (monic_prod_of_monic _ _ fun k _ => monic_X_sub_C _) (Matrix.charpoly_monic _)
    (Finset.prod_dvd_of_coprime
      ((pairwise_coprime_X_sub_C (magneticNumber_injective n)).set_pairwise _)
      fun k _ => hroot k) ?_
  rw [Matrix.charpoly_natDegree_eq_dim,
    natDegree_prod_of_monic _ _ fun k _ => monic_X_sub_C _]
  simp
```

## Projectors onto the eigenspaces

If a polynomial $q$ vanishes at every $m_k$, the characteristic polynomial divides it, and Cayley–Hamilton gives $q(J_x)=0$. Vanishing at only one of the $m_k$ is not enough: for $n=1$, $q=X-\tfrac12$ vanishes at $m_0$, yet $J_x-\tfrac12\neq0$.

```lean
/-- A polynomial that vanishes at every magnetic quantum number annihilates `Jx`. -/
theorem aeval_Jx_eq_zero (n : ℕ) (q : ℝ[X]) (h : ∀ k, q.eval (magneticNumber n k) = 0) :
    aeval (Jx n) q = 0 := by
  have hd : (Jx n).charpoly ∣ q := by
    rw [Jx_charpoly]
    exact Finset.prod_dvd_of_coprime
      ((pairwise_coprime_X_sub_C (magneticNumber_injective n)).set_pairwise _)
      fun k _ => dvd_iff_isRoot.mpr (h k)
  obtain ⟨r, hr⟩ := hd
  rw [hr, map_mul, Matrix.aeval_self_charpoly, zero_mul]
```

Let $\ell_k$ be the Lagrange polynomial with $\ell_k(m_l)=\delta_{kl}$, so that $P_k=\ell_k(J_x)$. The polynomial $\ell_k\ell_l-\delta_{kl}\ell_k$ vanishes at all the $m_j$, and $\sum_k\ell_k=1$. Therefore
$$P_kP_l=\delta_{kl}P_k,\qquad \sum_kP_k=1.$$

```lean
/-- The matrices `Pₖ` are idempotent, have vanishing mutual products, and sum to the identity. -/
theorem spectralProjector_resolution (n : ℕ) :
    (∀ k l, spectralProjector n k * spectralProjector n l
      = if k = l then spectralProjector n k else 0) ∧
    ∑ k, spectralProjector n k = 1 := by
  have hinj := (magneticNumber_injective n).injOn (s := ↑(Finset.univ : Finset (Fin (n + 1))))
  constructor
  · intro k l
    unfold spectralProjector
    rw [← map_mul]
    split_ifs with h
    · subst h
      rw [← sub_eq_zero, ← map_sub]
      refine aeval_Jx_eq_zero n _ fun j => ?_
      by_cases hj : k = j
      · subst hj
        rw [eval_sub, eval_mul, Lagrange.eval_basis_self hinj (Finset.mem_univ k)]
        norm_num
      · rw [eval_sub, eval_mul, Lagrange.eval_basis_of_ne hj (Finset.mem_univ j)]
        norm_num
    · refine aeval_Jx_eq_zero n _ fun j => ?_
      by_cases hj : k = j
      · subst hj
        rw [eval_mul, Lagrange.eval_basis_of_ne (Ne.symm h) (Finset.mem_univ k), mul_zero]
      · rw [eval_mul, Lagrange.eval_basis_of_ne hj (Finset.mem_univ j), zero_mul]
  · simp only [spectralProjector]
    rw [← map_sum, Lagrange.sum_basis hinj ⟨0, Finset.mem_univ 0⟩, map_one]
```

Likewise $(X-m_k)\ell_k$ vanishes at all the $m_j$, so $J_xP_k=m_kP_k$.

```lean
/-- On the range of `Pₖ` the matrix `Jx` acts as the number `n/2 - k`. -/
theorem Jx_mul_spectralProjector (n : ℕ) (k : Fin (n + 1)) :
    Jx n * spectralProjector n k = magneticNumber n k • spectralProjector n k := by
  have h := aeval_Jx_eq_zero n
    ((X - C (magneticNumber n k)) * Lagrange.basis Finset.univ (magneticNumber n) k) (by
      intro l
      by_cases h : k = l
      · subst h
        simp
      · rw [eval_mul, Lagrange.eval_basis_of_ne h (Finset.mem_univ l), mul_zero])
  rw [map_mul, map_sub, aeval_X, aeval_C, sub_mul, sub_eq_zero,
    Algebra.algebraMap_eq_smul_one, smul_mul_assoc, one_mul] at h
  exact h
```

## The rotation as a sum of phases

Put $c=-i\beta$, where $i$ is the imaginary unit. By induction $(cJ_x)^rP_k=(cm_k)^rP_k$. Dividing by $r!$ and summing over $r$ gives $e^{cJ_x}P_k=e^{cm_k}P_k$, and summing over $k$ gives
$$e^{-i\beta J_x}=\sum_{k=0}^n e^{-i\beta(n/2-k)}P_k.$$

`rotation_entry` states this for each entry, for every natural number $n$ and real $\beta$. The map `φ` regards real matrices as complex ones, `hpow` is the induction, `hexp` sums the series, and `key` is the matrix identity.

```lean
/-- Each entry of the rotation matrix `exp(-iβ Jx)` is a linear combination of the phases
`exp(-iβ(n/2 - k))`, with the real entries of `Pₖ` as coefficients, the same for all `β`. -/
theorem rotation_entry (n : ℕ) (β : ℝ) (i j : Fin (n + 1)) :
    (NormedSpace.exp ((-(Complex.I * (β : ℂ))) • (Jx n).map Complex.ofReal)) i j
      = ∑ k, ((spectralProjector n k i j : ℝ) : ℂ)
          * Complex.exp (-(Complex.I * (β : ℂ)) * ((magneticNumber n k : ℝ) : ℂ)) := by
  generalize -(Complex.I * (β : ℂ)) = c
  let φ : Matrix (Fin (n + 1)) (Fin (n + 1)) ℝ →+* Matrix (Fin (n + 1)) (Fin (n + 1)) ℂ :=
    Complex.ofRealHom.mapMatrix
  -- the exponential series acts on each projector as a number
  have hexp : ∀ k, NormedSpace.exp (c • φ (Jx n)) * φ (spectralProjector n k)
      = Complex.exp (c * ((magneticNumber n k : ℝ) : ℂ)) • φ (spectralProjector n k) := by
    intro k
    have hJ : φ (Jx n) * φ (spectralProjector n k)
        = ((magneticNumber n k : ℝ) : ℂ) • φ (spectralProjector n k) := by
      rw [← map_mul, Jx_mul_spectralProjector]
      ext a b
      exact Complex.ofReal_mul _ _
    have hpow : ∀ r : ℕ, (c • φ (Jx n)) ^ r * φ (spectralProjector n k)
        = (c * ((magneticNumber n k : ℝ) : ℂ)) ^ r • φ (spectralProjector n k) := by
      intro r
      induction r with
      | zero => rw [pow_zero, pow_zero, one_mul, one_smul]
      | succ r ih =>
        rw [pow_succ, mul_assoc, smul_mul_assoc, hJ, smul_smul, mul_smul_comm, ih,
          smul_smul, pow_succ']
    have h1 := (NormedSpace.exp_series_hasSum_exp' (𝕂 := ℂ) (c • φ (Jx n))).mul_right
      (φ (spectralProjector n k))
    have h2 := (NormedSpace.exp_series_hasSum_exp' (𝕂 := ℂ)
      (c * ((magneticNumber n k : ℝ) : ℂ))).smul_const (φ (spectralProjector n k))
    rw [Complex.exp_eq_exp_ℂ]
    refine h1.unique ?_
    simp only [smul_mul_assoc, hpow, smul_smul, smul_eq_mul] at h2 ⊢
    exact h2
  have hsum : ∑ k, φ (spectralProjector n k) = 1 := by
    rw [← map_sum, (spectralProjector_resolution n).2, map_one]
  have key : NormedSpace.exp (c • φ (Jx n))
      = ∑ k, Complex.exp (c * ((magneticNumber n k : ℝ) : ℂ)) • φ (spectralProjector n k) := by
    rw [← Finset.sum_congr rfl fun k _ => hexp k, ← Finset.mul_sum, hsum, mul_one]
  refine (congrFun (congrFun key i) j).trans ?_
  rw [Matrix.sum_apply]
  exact Finset.sum_congr rfl fun k _ => mul_comm _ _

end

end SpinRotation
```

```lean
#print axioms SpinRotation.rotation_entry
-- 'SpinRotation.rotation_entry' depends on axioms: [propext, Classical.choice, Quot.sound]
```

For $n=0$ the matrix is the number $0$ and the rotation is $1$. For $n=1$, $P_0=\tfrac12+J_x$ and $P_1=\tfrac12-J_x$, so the diagonal entries of the rotation are $\cos(\beta/2)$ and the off-diagonal ones $-i\sin(\beta/2)$.

In simulations of a single spin of fixed finite size, the entries of the $P_k$ can be tabulated once for all angles about the $x$ axis; how rounding errors behave when the Lagrange products are evaluated is a separate question.
